# A distant charge lowers a two-level s–p atom by $q^2D^2/(GR^4)$ to leading order in NDDO, and not at all in CNDO

Model a neutral atom by an s and a p level that an outside point charge can couple but not shift. Delete the s–p element of its Hamiltonian, and the charge no longer attracts the atom. The charge should mix some p character into the s orbital, shift the electron to one side and lower the energy as $R^{-4}$. Without the element there is nothing to do the mixing, and a semiempirical method built in this way has no charge-induced attraction for such an atom at any distance. For one electron in two levels, both the attraction and its loss can be worked out in full.

In Lean 4 with Mathlib:

```lean
import Mathlib

open Matrix Filter Topology

namespace NDDOPolarisation

noncomputable section
```

## An s level, a p level and a charge

The atom has an s orbital at energy $0$ and a p orbital at energy $G$, coupled by a real element $w$:

$$H=\begin{pmatrix}0&w\\ w&G\end{pmatrix}.$$

The components are numbered from zero, so $v_0$ is the s amplitude and $v_1$ the p amplitude. The definition allows any real $G$; the condition $G>0$ enters later, as a hypothesis of the theorems that use it.

```lean
/-- Hamiltonian of an atom with an s level at 0 and a p level at `G`, coupled by `w`. -/
def twoLevel (G w : ℝ) : Matrix (Fin 2) (Fin 2) ℝ := !![0, w; w, G]
```

Let $D$ be the s–p element of the dipole operator along the axis towards the charge $q$, which sits at distance $R$. In units where the Coulomb constant is 1, the field at the atom is $F=-q/R^2$, and the energy $-\mu F$ of a dipole $\mu$ gives the coupling $w=qD/R^2$. NDDO keeps this element because it retains the product of an s and a p orbital on the same atom as a charge distribution.

The charge–dipole form is the leading term at large distance, and the model uses it at every $R>0$. The diagonal elements stay fixed: the monopole shift is taken to cancel against the core, and the quadrupole of the p orbital is left out.

```lean
/-- NDDO matrix of the atom with transition dipole `D` and a charge `q` at distance `R ≠ 0`. -/
def nddo (G D q R : ℝ) : Matrix (Fin 2) (Fin 2) ℝ := twoLevel G (q * D / R ^ 2)
```

CNDO neglects that orbital product. Here this is a map that keeps the diagonal of the one-electron Hamiltonian and sets the rest to zero. The Fock matrix of a many-electron CNDO calculation can still have off-diagonal exchange elements on one atom; they are not part of this model.

```lean
/-- The CNDO step: all off-diagonal elements on the atom are dropped. -/
def cndo (H : Matrix (Fin 2) (Fin 2) ℝ) : Matrix (Fin 2) (Fin 2) ℝ :=
  Matrix.diagonal fun i => H i i
```

An energy level is a number $E$ for which $Hv=Ev$ has a solution $v\neq0$. The vectors are real, which is enough for a real symmetric matrix.

```lean
/-- `E` is an energy level of `H`: an eigenvalue with a nonzero eigenvector. -/
def IsLevel (H : Matrix (Fin 2) (Fin 2) ℝ) (E : ℝ) : Prop :=
  ∃ v : Fin 2 → ℝ, v ≠ 0 ∧ H *ᵥ v = E • v
```

The ground level is the least element of the set of levels: it is itself a level, and no level lies below it.

```lean
/-- `E` is the lowest energy level of `H`. -/
def IsGroundLevel (H : Matrix (Fin 2) (Fin 2) ℝ) (E : ℝ) : Prop :=
  IsLeast {e | IsLevel H e} E
```

The dipole moment of a state is the normalised expectation value

$$\mu(v)=\frac{2D\,v_0v_1}{v_0^2+v_1^2},$$

so neither the length nor the sign of $v$ matters.

```lean
/-- Expectation value of the dipole operator, with s-p element `D`, in a state `v ≠ 0`. -/
def dipole (D : ℝ) (v : Fin 2 → ℝ) : ℝ :=
  (v ⬝ᵥ (!![0, D; D, 0] *ᵥ v)) / (v ⬝ᵥ v)
```

## Levels from the secular equation

Written out by rows, $Hv=Ev$ reads

$$w v_1=E v_0,\qquad w v_0+G v_1=E v_1 .$$

```lean
/-- The eigenvalue equation of the two-level atom, written out in components. -/
theorem eigen_iff (G w E : ℝ) (v : Fin 2 → ℝ) :
    twoLevel G w *ᵥ v = E • v ↔
      w * v 1 = E * v 0 ∧ w * v 0 + G * v 1 = E * v 1 := by
  rw [funext_iff, Fin.forall_fin_two]
  simp [twoLevel, Matrix.mulVec, dotProduct, Fin.sum_univ_two]
```

The second row says $(E-G)v_1=wv_0$. Multiply the first row by $E-G$ and insert this:

$$E(E-G)v_0=w(E-G)v_1=w^2v_0 .$$

In the same way $E(E-G)v_1=Ewv_0=w^2v_1$. Since $v_0$ and $v_1$ are not both zero,

$$E(E-G)=w^2 .$$

Conversely, let $E$ satisfy this equation. If $E\ne G$, the vector $(G-E,\,-w)$ is nonzero and solves both rows. If $E=G$, then $w=0$ and the pure p state $(0,1)$ does. In the proof, `a0` and `a1` are the two eliminations, and the case split on `G - E = 0` supplies the two eigenvectors.

```lean
/-- Secular equation: `E` is a level of the two-level atom exactly when `E (E - G) = w²`. -/
theorem isLevel_iff (G w E : ℝ) : IsLevel (twoLevel G w) E ↔ E * (E - G) = w ^ 2 := by
  constructor
  · rintro ⟨v, hv, h⟩
    obtain ⟨h0, h1⟩ := (eigen_iff G w E v).1 h
    by_contra hne
    have hne' : E * (E - G) - w ^ 2 ≠ 0 := sub_ne_zero.2 hne
    -- the secular determinant annihilates both components
    have a0 : (E * (E - G) - w ^ 2) * v 0 = 0 := by
      linear_combination (-(E - G)) * h0 - w * h1
    have a1 : (E * (E - G) - w ^ 2) * v 1 = 0 := by
      linear_combination (-E) * h1 - w * h0
    exact hv (funext (Fin.forall_fin_two.2
      ⟨(mul_eq_zero.1 a0).resolve_left hne', (mul_eq_zero.1 a1).resolve_left hne'⟩))
  · intro h
    by_cases hE : G - E = 0
    · -- here the coupling vanishes and the pure p state is the eigenvector
      have hw2 : w ^ 2 = 0 := by linear_combination -h - E * hE
      have hw : w = 0 := (pow_eq_zero_iff two_ne_zero).1 hw2
      refine ⟨![0, 1], fun h0 => by simpa using congrFun h0 1,
        (eigen_iff G w E _).2 ⟨?_, ?_⟩⟩
      · simp [hw]
      · show w * 0 + G * 1 = E * 1
        linarith
    · refine ⟨![G - E, -w], fun h0 => hE (congrFun h0 0),
        (eigen_iff G w E _).2 ⟨?_, ?_⟩⟩
      · show w * -w = E * (G - E)
        linear_combination h
      · show w * (G - E) + G * -w = E * -w
        ring
```

Multiplying the secular equation by 4 and completing the square gives $(G-2E)^2=G^2+4w^2$. Every level $e$ therefore obeys $G-2e\le\sqrt{G^2+4w^2}$, that is,

$$e\ \ge\ \frac{G-\sqrt{G^2+4w^2}}{2},$$

and the right-hand side satisfies the secular equation itself, so it is the ground level. These are the two halves of `IsLeast`: membership comes first, then the lower bound through `Real.abs_le_sqrt`.

```lean
/-- The lowest level of the two-level atom is `(G - √(G² + 4w²)) / 2`. -/
theorem isGroundLevel_twoLevel (G w : ℝ) :
    IsGroundLevel (twoLevel G w) ((G - √(G ^ 2 + 4 * w ^ 2)) / 2) := by
  have hs := Real.sq_sqrt (show 0 ≤ G ^ 2 + 4 * w ^ 2 by positivity)
  refine ⟨(isLevel_iff G w _).2 (by linear_combination hs / 4), fun e he => ?_⟩
  have h := (isLevel_iff G w e).1 he
  have h2 := Real.abs_le_sqrt (show (G - 2 * e) ^ 2 ≤ G ^ 2 + 4 * w ^ 2 from
    le_of_eq (by linear_combination 4 * h))
  linarith [le_abs_self (G - 2 * e)]
```

Because $\sqrt{G^2+4w^2}\ge|G|\ge G$, the ground level satisfies $E\le0$. If $E$ were $0$, the secular equation would give $w^2=0$; a nonzero coupling therefore makes $E$ strictly negative.

```lean
/-- The lowest level is not above the s level, and a nonzero coupling puts it strictly below. -/
theorem ground_nonpos {G w E : ℝ} (h : IsGroundLevel (twoLevel G w) E) :
    E ≤ 0 ∧ (w ≠ 0 → E < 0) := by
  have h1 := h.2 (isGroundLevel_twoLevel G w).1
  have h2 := Real.abs_le_sqrt (show G ^ 2 ≤ G ^ 2 + 4 * w ^ 2 by nlinarith [sq_nonneg w])
  have hE : E ≤ 0 := by linarith [le_abs_self G]
  refine ⟨hE, fun hw => lt_of_le_of_ne hE fun h0 => hw ?_⟩
  have hq := (isLevel_iff G w E).1 h.1
  rw [h0] at hq
  exact (pow_eq_zero_iff two_ne_zero).1 (by linear_combination -hq)
```

## The $R^{-4}$ attraction

Now let $G>0$. Dividing $E^2-GE=w^2$ by $G$ gives

$$E+\frac{w^2}{G}=\frac{E^2}{G}.$$

The left side is the difference between the ground level and the second-order energy $-w^2/G$. It is nonnegative, so $-w^2/G\le E$. Together with $E\le0$ this gives $E^2\le w^4/G^2$, and hence

$$-\frac{w^2}{G}\ \le\ E\ \le\ -\frac{w^2}{G}+\frac{w^4}{G^3}.$$

The identity is `key` in the proof, and the bound on $E^2$ is `hsq`. No smallness of $w$ is assumed.

```lean
/-- For `G > 0` the second-order energy `-w²/G` is a lower bound to the lowest level, and its
error is at most `w⁴/G³`. -/
theorem ground_bounds {G w E : ℝ} (hG : 0 < G) (h : IsGroundLevel (twoLevel G w) E) :
    -(w ^ 2 / G) ≤ E ∧ E ≤ -(w ^ 2 / G) + w ^ 4 / G ^ 3 := by
  have hE := (ground_nonpos h).1
  have hq := (isLevel_iff G w E).1 h.1
  -- the error of second-order perturbation theory is exactly E²/G
  have key : E + w ^ 2 / G = E ^ 2 / G := by
    have hw : w ^ 2 = E ^ 2 - E * G := by linear_combination -hq
    rw [hw, sub_div, mul_div_cancel_right₀ _ hG.ne']
    ring
  have hpos : 0 ≤ E ^ 2 / G := by positivity
  have hw0 : 0 ≤ w ^ 2 / G := by positivity
  have hlow : -(w ^ 2 / G) ≤ E := by linarith
  have hsq : E ^ 2 ≤ (w ^ 2 / G) ^ 2 := sq_le_sq' hlow (by linarith)
  have hdiv : E ^ 2 / G ≤ (w ^ 2 / G) ^ 2 / G := div_le_div_of_nonneg_right hsq hG.le
  have he : (w ^ 2 / G) ^ 2 / G = w ^ 4 / G ^ 3 := by ring
  exact ⟨hlow, by linarith⟩
```

Insert $w=qD/R^2$ and multiply by $R^4$:

$$-\frac{q^2D^2}{G}\ \le\ R^4E(R)\ \le\ -\frac{q^2D^2}{G}+\frac{q^4D^4}{G^3R^4}.$$

The last term vanishes as $R\to\infty$, so $R^4E(R)\to-q^2D^2/G$.

In the theorem, `E` is any function whose value at each $R>0$ is the ground level of the NDDO matrix; its values elsewhere are free, and its continuity is not assumed. The displayed inequalities are `hb`, and the squeeze lemma is applied for positive $R$ only. The charge $q$ and the element $D$ may be any real numbers, and if either is zero the limit is zero.

```lean
/-- Polarisation in NDDO: for `G > 0` the lowest level `E(R)` satisfies
`R⁴ E(R) → -q²D²/G` as the charge recedes. -/
theorem nddo_polarisation {G D q : ℝ} (hG : 0 < G) (E : ℝ → ℝ)
    (hE : ∀ R, 0 < R → IsGroundLevel (nddo G D q R) (E R)) :
    Tendsto (fun R => R ^ 4 * E R) atTop (𝓝 (-(q ^ 2 * D ^ 2 / G))) := by
  have hdiv : Tendsto (fun R : ℝ => q ^ 4 * D ^ 4 / G ^ 3 / R ^ 4) atTop (𝓝 0) :=
    tendsto_const_nhds.div_atTop (tendsto_pow_atTop (by norm_num))
  have lim := hdiv.const_add (-(q ^ 2 * D ^ 2 / G))
  rw [add_zero] at lim
  -- squeeze between the two perturbative bounds, multiplied by R⁴
  have hb : ∀ R : ℝ, 0 < R → -(q ^ 2 * D ^ 2 / G) ≤ R ^ 4 * E R ∧
      R ^ 4 * E R ≤ -(q ^ 2 * D ^ 2 / G) + q ^ 4 * D ^ 4 / G ^ 3 / R ^ 4 := by
    intro R hR
    have hR0 : R ≠ 0 := hR.ne'
    obtain ⟨h1, h2⟩ := ground_bounds hG (hE R hR)
    have hw : R ^ 4 * (q * D / R ^ 2) ^ 2 = q ^ 2 * D ^ 2 := by field_simp
    have hw2 : R ^ 4 * (q * D / R ^ 2) ^ 4 = q ^ 4 * D ^ 4 / R ^ 4 := by field_simp
    have hR4 : 0 ≤ R ^ 4 := by positivity
    constructor
    · refine le_trans (le_of_eq ?_) (mul_le_mul_of_nonneg_left h1 hR4)
      linear_combination (1 / G) * hw
    · refine le_trans (mul_le_mul_of_nonneg_left h2 hR4) (le_of_eq ?_)
      linear_combination (-1 / G) * hw + (1 / G ^ 3) * hw2
  refine tendsto_of_tendsto_of_tendsto_of_le_of_le' tendsto_const_nhds lim ?_ ?_
  · filter_upwards [eventually_gt_atTop 0] with R hR using (hb R hR).1
  · filter_upwards [eventually_gt_atTop 0] with R hR using (hb R hR).2
```

The degenerate case $G=0$ behaves differently. The formula for the ground level then gives $E=-|w|=-|qD|/R^2$: the two orbitals mix equally however weak the field is, and the energy falls off as $R^{-2}$. For $qD\neq0$ the product $R^4E(R)$ then has no finite limit.

## The same atom without its off-diagonal element

The CNDO map turns the matrix into $\mathrm{diag}(0,G)$, which is the two-level matrix with $w=0$. For $G>0$ its ground level is

$$\frac{G-\sqrt{G^2}}{2}=0,$$

whatever $w$ was before the deletion. The proof identifies the two matrices in `hc` and evaluates the root in `h0`.

Compare this with `ground_nonpos`: if $qD\neq0$, the NDDO level lies strictly below zero at every distance $R>0$, while the CNDO level stays at zero. In this one-electron, two-level model, the charge-induced attraction of an atom thus depends entirely on the one-centre s–p element.

```lean
/-- No polarisation in CNDO: for `G > 0`, once the off-diagonal element is dropped, the lowest
level is 0 whatever the coupling `w` was. -/
theorem cndo_no_polarisation {G : ℝ} (hG : 0 < G) (w : ℝ) :
    IsGroundLevel (cndo (twoLevel G w)) 0 := by
  have hc : cndo (twoLevel G w) = twoLevel G 0 := by
    ext i j
    fin_cases i <;> fin_cases j <;> simp [cndo, twoLevel]
  have h0 : (G - √(G ^ 2 + 4 * (0 : ℝ) ^ 2)) / 2 = 0 := by
    rw [show G ^ 2 + 4 * (0 : ℝ) ^ 2 = G ^ 2 by ring, Real.sqrt_sq hG.le]
    ring
  have h := isGroundLevel_twoLevel G 0
  rw [h0] at h
  rw [hc]
  exact h
```

## The dipole induced by the charge

The attraction should come with a dipole moment. For $G>0$ the ground level satisfies $G-E>0$, and the second row of the eigenvalue equation gives $v_1=-wv_0/(G-E)$. Inserting this into $\mu(v)$,

$$\mu=-\frac{2Dw(G-E)}{(G-E)^2+w^2}.$$

The theorem holds for every nonzero eigenvector $v$ that belongs to the ground level. Its proof avoids dividing by $v_0$: after cross-multiplication, the difference of the two sides is

$$2D\,\bigl[v_0(G-E)+v_1w\bigr]\bigl[wv_0+(G-E)v_1\bigr],$$

and the second bracket is zero by the second row.

```lean
/-- Dipole moment of the two-level atom in a ground state `v ≠ 0` of energy `E`, for `G > 0`. -/
theorem dipole_ground {G w E : ℝ} (D : ℝ) {v : Fin 2 → ℝ} (hG : 0 < G)
    (h : IsGroundLevel (twoLevel G w) E) (hv : v ≠ 0) (hev : twoLevel G w *ᵥ v = E • v) :
    dipole D v = -(2 * D * w * (G - E)) / ((G - E) ^ 2 + w ^ 2) := by
  have hg : 0 < G - E := sub_pos.2 (lt_of_le_of_lt (ground_nonpos h).1 hG)
  have k := ((eigen_iff G w E v).1 hev).2
  have hn : v ⬝ᵥ (!![0, D; D, 0] *ᵥ v) = 2 * D * v 0 * v 1 := by
    simp [Matrix.mulVec, dotProduct, Fin.sum_univ_two]
    ring
  have hd : v ⬝ᵥ v = v 0 ^ 2 + v 1 ^ 2 := by
    simp only [dotProduct, Fin.sum_univ_two]
    ring
  have hne : v 0 ^ 2 + v 1 ^ 2 ≠ 0 := fun h0 => hv (funext (Fin.forall_fin_two.2
    ⟨(pow_eq_zero_iff two_ne_zero).1 (by linarith [sq_nonneg (v 0), sq_nonneg (v 1)]),
      (pow_eq_zero_iff two_ne_zero).1 (by linarith [sq_nonneg (v 0), sq_nonneg (v 1)])⟩))
  rw [dipole, hn, hd, div_eq_div_iff hne (by positivity)]
  linear_combination 2 * D * (v 0 * (G - E) + v 1 * w) * k
```

With $w=qD/R^2$ we have $R^2w=qD$, so

$$R^2\mu=-\frac{2qD^2(G-E)}{(G-E)^2+w^2}.$$

As $R\to\infty$ the coupling $w$ tends to zero, and so does $E$, which lies between $-w^2/G$ and $0$. Therefore

$$R^2\mu\ \to\ -\frac{2D^2}{G}\,q .$$

In terms of the field $F=-q/R^2$, this is the linear response $\mu\approx\alpha F$ with polarisability $\alpha=2D^2/G$. The energy limit fits the same value, since $-\tfrac12\alpha F^2=-q^2D^2/(GR^4)$. For $D\neq0$ a positive charge gives a negative $\mu$: the dipole points away from it, as it must when the electron is drawn towards it.

The formal statement takes a ground-state vector `v R` for each positive $R$. These vectors may change length or sign from one distance to the next, because the expectation value is normalised. In the proof, `hE0` is the decay of the level shift, `hlim` the limit of the quotient, and `hval` the simplification of its value.

```lean
/-- Induced dipole in NDDO: for `G > 0`, `R²` times the dipole moment of the ground state tends
to `-(2D²/G) q` as the charge recedes. -/
theorem nddo_induced_dipole {G D q : ℝ} (hG : 0 < G) (E : ℝ → ℝ) (v : ℝ → Fin 2 → ℝ)
    (hE : ∀ R, 0 < R → IsGroundLevel (nddo G D q R) (E R))
    (hv : ∀ R, 0 < R → v R ≠ 0 ∧ nddo G D q R *ᵥ v R = E R • v R) :
    Tendsto (fun R => R ^ 2 * dipole D (v R)) atTop (𝓝 (-(2 * D ^ 2 / G * q))) := by
  have hw : Tendsto (fun R : ℝ => q * D / R ^ 2) atTop (𝓝 0) :=
    tendsto_const_nhds.div_atTop (tendsto_pow_atTop (by norm_num))
  -- the level shift dies out at large distance
  have hE0 : Tendsto E atTop (𝓝 0) := by
    have hl : Tendsto (fun R : ℝ => -((q * D / R ^ 2) ^ 2 / G)) atTop (𝓝 0) := by
      have h := ((hw.pow 2).div_const G).neg
      rwa [show -((0 : ℝ) ^ 2 / G) = 0 by ring] at h
    refine tendsto_of_tendsto_of_tendsto_of_le_of_le' hl tendsto_const_nhds ?_ ?_
    · filter_upwards [eventually_gt_atTop 0] with R hR using (ground_bounds hG (hE R hR)).1
    · filter_upwards [eventually_gt_atTop 0] with R hR using (ground_nonpos (hE R hR)).1
  have hg : Tendsto (fun R => G - E R) atTop (𝓝 G) := by
    have h := (tendsto_const_nhds (x := G)).sub hE0
    rwa [sub_zero] at h
  have hlim : Tendsto (fun R => -(2 * D * (q * D) * (G - E R)) /
      ((G - E R) ^ 2 + (q * D / R ^ 2) ^ 2)) atTop
      (𝓝 (-(2 * D * (q * D) * G) / (G ^ 2 + 0 ^ 2))) :=
    ((hg.const_mul (2 * D * (q * D))).neg).div ((hg.pow 2).add (hw.pow 2)) (by positivity)
  have hval : -(2 * D * (q * D) * G) / (G ^ 2 + 0 ^ 2) = -(2 * D ^ 2 / G * q) := by
    have hi : G * G⁻¹ = 1 := mul_inv_cancel₀ hG.ne'
    rw [div_eq_iff (by positivity)]
    linear_combination (2 * D ^ 2 * q * G) * hi
  rw [hval] at hlim
  refine hlim.congr' ?_
  filter_upwards [eventually_gt_atTop 0] with R hR
  have hR0 : R ≠ 0 := hR.ne'
  have hwR : R ^ 2 * (q * D / R ^ 2) = q * D := by field_simp
  rw [dipole_ground D hG (hE R hR) (hv R hR).1 (hv R hR).2, ← mul_div_assoc]
  congr 1
  linear_combination (2 * D * (G - E R)) * hwR

end

end NDDOPolarisation
```

```lean
#print axioms NDDOPolarisation.isGroundLevel_twoLevel
#print axioms NDDOPolarisation.nddo_polarisation
#print axioms NDDOPolarisation.cndo_no_polarisation
#print axioms NDDOPolarisation.nddo_induced_dipole
```

```
'NDDOPolarisation.isGroundLevel_twoLevel' depends on axioms: [propext, Classical.choice, Quot.sound]
'NDDOPolarisation.nddo_polarisation' depends on axioms: [propext, Classical.choice, Quot.sound]
'NDDOPolarisation.cndo_no_polarisation' depends on axioms: [propext, Classical.choice, Quot.sound]
'NDDOPolarisation.nddo_induced_dipole' depends on axioms: [propext, Classical.choice, Quot.sound]
```
